# Stationarity of orthonormal orbitals is equivalent to a symmetric matrix of Lagrange multipliers

In a Perdew-Zunger calculation every orbital gradient can lie in the occupied space without the orbitals being at a stationary point. The self-interaction correction depends on the individual orbitals, so rotating two occupied orbitals into each other can still change the energy to first order. A convergence test that looks only at the components outside that space misses this.

The complete first-order condition is as follows. Let \(\phi_i\) be finitely many real orthonormal orbitals and \(h_i\) their energy gradients, so that a variation \(d_i\) changes the energy by \(\sum_i\langle h_i,d_i\rangle\) to first order. This change vanishes for every variation that keeps the orbitals orthonormal to first order if and only if

\[
h_i=\sum_j L_{ji}\,\phi_j,\qquad L_{ji}=L_{ij}.
\]

The condition identifies stationary points, which need not be minima.

## Finitely many real orbitals

The index type `ι` labels the occupied orbitals and is finite. The space `E` is any real inner-product space, of finite or infinite dimension. Orbitals, gradients and variations are all functions `ι → E`. Complex orbitals are not treated.

In Lean 4 with Mathlib:

```lean
import Mathlib

open scoped InnerProductSpace

namespace PerdewZungerStationarity

variable {ι E : Type*} [Fintype ι] [NormedAddCommGroup E] [InnerProductSpace ℝ E]
```

Finiteness makes the energy change an ordinary sum. With infinitely many orbitals, that sum and the expansion of \(h_i\) would need convergence assumptions.

## Variations that keep the overlaps fixed

Differentiating \(\langle\phi_i,\phi_j\rangle=\delta_{ij}\) gives the constraint on the variations,

\[
\langle d_i,\phi_j\rangle+\langle\phi_i,d_j\rangle=0\quad\text{for all } i,j.
\]

`IsAdmissible` is this condition.

```lean
/-- The variation `d` preserves the orthonormality of the orbitals `φ` to first order. -/
def IsAdmissible {ι : Type*} (φ d : ι → E) : Prop :=
  ∀ i j, ⟪d i, φ j⟫_ℝ + ⟪φ i, d j⟫_ℝ = 0
```

`IsStationary` says that the first-order energy change vanishes for all such variations. The gradients `h` are arbitrary vectors here; no energy functional is assumed or differentiated.

```lean
/-- The first-order energy change, with orbital gradients `h`, vanishes for every
admissible variation of the orbitals `φ`. -/
def IsStationary (φ h : ι → E) : Prop :=
  ∀ d : ι → E, IsAdmissible φ d → ∑ i, ⟪h i, d i⟫_ℝ = 0
```

The link to actual motions of the orbitals is that the velocity of a differentiable curve of orthonormal orbitals is admissible. The proof differentiates each overlap by the product rule and compares the result with the derivative of a constant, which is zero. The converse, that every admissible variation is the velocity of such a curve, is not proved here.

```lean
/-- The velocity of a curve of orthonormal orbitals is an admissible variation. -/
theorem admissible_of_orthonormal_curve {ι : Type*} (c : ℝ → ι → E) (d : ι → E)
    (hc : ∀ t, Orthonormal ℝ (c t))
    (hd : ∀ i, HasDerivAt (fun t => c t i) (d i) 0) : IsAdmissible (c 0) d := by
  classical
  intro i j
  have h1 : HasDerivAt (fun t => ⟪c t i, c t j⟫_ℝ)
      (⟪c 0 i, d j⟫_ℝ + ⟪d i, c 0 j⟫_ℝ) 0 := (hd i).inner ℝ (hd j)
  -- the overlaps are constant along the curve
  have h2 : (fun t => ⟪c t i, c t j⟫_ℝ) = fun _ => if i = j then (1 : ℝ) else 0 :=
    funext fun t => orthonormal_iff_ite.mp (hc t) i j
  rw [h2] at h1
  have h3 := h1.unique (hasDerivAt_const (0 : ℝ) (if i = j then (1 : ℝ) else 0))
  linarith
```

Without the constraint, \(d_i=h_i\) would be allowed. The energy change would then be \(\sum_i\|h_i\|^2\), and stationarity would force every gradient to vanish. Even an eigenstate of a one-electron Hamiltonian with nonzero eigenvalue would fail that test.

## Orthonormality of the orbitals

Orthonormality lets the occupied part of a gradient be read off from inner products. Remove that part:

\[
r_i=h_i-\sum_j\langle\phi_j,h_i\rangle\,\phi_j .
\]

Then \(\langle\phi_k,r_i\rangle=\langle\phi_k,h_i\rangle-\langle\phi_k,h_i\rangle=0\) for all \(k\), so both terms of the constraint vanish and \(r\) is an admissible variation. Since \(r_i\) is orthogonal to the part that was removed, \(\langle h_i,r_i\rangle=\|r_i\|^2\). Stationarity gives

\[
0=\sum_i\langle h_i,r_i\rangle=\sum_i\|r_i\|^2 ,
\]

so every \(r_i\) is zero and \(h_i\) equals its projection onto the occupied orbitals.

In the proof, `horth` is the orthogonality, `hadm` the admissibility and `hsq` the identity with the squared norm. A sum of nonnegative terms that vanishes then has only zero terms.

```lean
/-- At a stationary point every orbital gradient equals its projection onto the
occupied orbitals. -/
theorem gradient_eq_projection {φ h : ι → E} (hφ : Orthonormal ℝ φ)
    (hs : IsStationary φ h) (i : ι) : h i = ∑ j, ⟪φ j, h i⟫_ℝ • φ j := by
  -- the part of each gradient outside the occupied space
  obtain ⟨r, hr⟩ : ∃ r : ι → E, ∀ i, r i = h i - ∑ j, ⟪φ j, h i⟫_ℝ • φ j :=
    ⟨fun i => h i - ∑ j, ⟪φ j, h i⟫_ℝ • φ j, fun _ => rfl⟩
  have horth : ∀ k i, ⟪φ k, r i⟫_ℝ = 0 := by
    intro k i
    have e : ⟪φ k, ∑ j, ⟪φ j, h i⟫_ℝ • φ j⟫_ℝ = ⟪φ k, h i⟫_ℝ :=
      hφ.inner_right_fintype (fun j => ⟪φ j, h i⟫_ℝ) k
    rw [hr, inner_sub_right, e, sub_self]
  have hadm : IsAdmissible φ r := by
    intro i j
    rw [real_inner_comm (φ j), horth, horth, add_zero]
  -- varying along it changes the energy by its squared norm
  have hsq : ∀ i, ⟪h i, r i⟫_ℝ = ⟪r i, r i⟫_ℝ := by
    intro i
    have e : ⟪∑ j, ⟪φ j, h i⟫_ℝ • φ j, r i⟫_ℝ = 0 := by
      rw [sum_inner]
      refine Finset.sum_eq_zero fun j _ => ?_
      rw [real_inner_smul_left, horth, mul_zero]
    have e2 : ⟪r i, r i⟫_ℝ = ⟪h i - ∑ j, ⟪φ j, h i⟫_ℝ • φ j, r i⟫_ℝ := by
      rw [← hr i]
    rw [e2, inner_sub_left, e, sub_zero]
  have h0 : ∑ i, ⟪r i, r i⟫_ℝ = 0 := by
    rw [← hs r hadm]
    exact Finset.sum_congr rfl fun i _ => (hsq i).symm
  have h1 : ⟪r i, r i⟫_ℝ = 0 := by
    refine (Finset.sum_eq_zero_iff_of_nonneg ?_).mp h0 i (Finset.mem_univ i)
    intro k _
    exact real_inner_self_nonneg
  have h2 : r i = 0 := inner_self_eq_zero.mp h1
  rw [hr] at h2
  exact sub_eq_zero.mp h2
```

Without normalisation this projection formula fails. For a single orbital with \(\|\phi\|=2\) and \(h=\phi\), the constraint reads \(\langle\phi,d\rangle=0\), so the energy change vanishes, but \(\langle\phi,h\rangle\phi=4\phi\neq h\). The gradient is still a multiple of \(\phi\); what is lost is the formula for the multiplier.

## Rotations within the occupied space

Stationarity is required for all admissible variations, including those that mix occupied orbitals with each other. These fix the symmetry of the multipliers. Write \(M_{ji}=\langle\phi_j,h_i\rangle\) and take

\[
d_i=\sum_j(M_{ji}-M_{ij})\,\phi_j .
\]

By orthonormality \(\langle\phi_k,d_i\rangle=M_{ki}-M_{ik}\), so the constraint becomes \((M_{ji}-M_{ij})+(M_{ij}-M_{ji})=0\) and holds. The energy change is

\[
\sum_{i,j}(M_{ji}-M_{ij})M_{ji}=\tfrac12\sum_{i,j}(M_{ji}-M_{ij})^2 ,
\]

where the right-hand side comes from exchanging the names \(i\) and \(j\) and averaging the two expressions. Stationarity makes it zero, hence \(M_{ji}=M_{ij}\).

The proof keeps the two expressions as `h0` and `h1` and adds them to obtain the full sum of squares in `h2`. Two passes over nonnegative sums, `h3` and `h4`, isolate a single square.

```lean
/-- At a stationary point the matrix of orbital gradients between occupied orbitals
is symmetric. -/
theorem gradient_matrix_symm {φ h : ι → E} (hφ : Orthonormal ℝ φ)
    (hs : IsStationary φ h) (i j : ι) : ⟪φ j, h i⟫_ℝ = ⟪φ i, h j⟫_ℝ := by
  obtain ⟨M, hM⟩ : ∃ M : ι → ι → ℝ, ∀ j i, ⟪h i, φ j⟫_ℝ = M j i :=
    ⟨fun j i => ⟪h i, φ j⟫_ℝ, fun _ _ => rfl⟩
  have hd : ∀ k i, ⟪φ k, ∑ j, (M j i - M i j) • φ j⟫_ℝ = M k i - M i k :=
    fun k i => hφ.inner_right_fintype (fun j => M j i - M i j) k
  -- rotate the occupied orbitals, with the matrix minus its transpose as coefficients
  have h0 := hs (fun i => ∑ j, (M j i - M i j) • φ j) (by
    intro i j
    show ⟪∑ k, (M k i - M i k) • φ k, φ j⟫_ℝ
      + ⟪φ i, ∑ k, (M k j - M j k) • φ k⟫_ℝ = 0
    rw [real_inner_comm (φ j), hd, hd]
    ring)
  simp only [inner_sum, real_inner_smul_right, hM] at h0
  have h1 : ∑ i, ∑ j, (M i j - M j i) * M i j = 0 := by
    rw [Finset.sum_comm]
    exact h0
  -- twice the energy change is a sum of squares
  have h2 : ∑ i, ∑ j, (M j i - M i j) ^ 2 = 0 := by
    calc ∑ i, ∑ j, (M j i - M i j) ^ 2
        = ∑ i, ∑ j, (M j i - M i j) * M j i + ∑ i, ∑ j, (M i j - M j i) * M i j := by
          simp only [← Finset.sum_add_distrib]
          exact Finset.sum_congr rfl fun i _ => Finset.sum_congr rfl fun j _ => by ring
      _ = 0 := by rw [h0, h1, add_zero]
  have h3 : ∑ j, (M j i - M i j) ^ 2 = 0 := by
    refine (Finset.sum_eq_zero_iff_of_nonneg ?_).mp h2 i (Finset.mem_univ i)
    intro k _
    exact Finset.sum_nonneg fun j _ => sq_nonneg _
  have h4 : (M j i - M i j) ^ 2 = 0 := by
    refine (Finset.sum_eq_zero_iff_of_nonneg ?_).mp h3 j (Finset.mem_univ j)
    intro k _
    exact sq_nonneg _
  have h5 : M j i - M i j = 0 := pow_eq_zero_iff two_ne_zero |>.mp h4
  rw [real_inner_comm (h i), real_inner_comm (h j), hM, hM]
  linarith
```

If only variations orthogonal to the occupied space were tested, any gradients inside that space would pass, whatever their matrix.

## Symmetry of the multipliers

The matrix \(L\) collects the Lagrange multipliers of the orthonormality constraints. The two previous results supply it in the forward direction, with \(L_{ji}=\langle\phi_j,h_i\rangle\).

For the converse, let \(h_i=\sum_jL_{ji}\phi_j\) with \(L\) symmetric, and put \(A_{ji}=\langle\phi_j,d_i\rangle\). The constraint says \(A_{ij}=-A_{ji}\), so

\[
\sum_{i,j}L_{ji}A_{ji}=\sum_{i,j}L_{ij}A_{ij}=-\sum_{i,j}L_{ji}A_{ji}.
\]

The left-hand side is the energy change. It equals its own negative and is therefore zero.

In the theorem, `L.IsSymm` is the symmetry and `L j i` the coefficient of `φ j` in `h i`. In the proof, `e` expands the energy change and `e2` is the displayed equality; `Finset.sum_comm` exchanges the summations.

```lean
/-- Orthonormal orbitals are stationary exactly when their gradients are combinations of
the occupied orbitals with a symmetric matrix of Lagrange multipliers. -/
theorem stationary_iff_symmetric_multipliers {φ : ι → E} (hφ : Orthonormal ℝ φ)
    (h : ι → E) :
    IsStationary φ h ↔
      ∃ L : Matrix ι ι ℝ, L.IsSymm ∧ ∀ i, h i = ∑ j, L j i • φ j := by
  constructor
  · intro hs
    exact ⟨Matrix.of fun j i => ⟪φ j, h i⟫_ℝ,
      Matrix.IsSymm.ext fun i j => gradient_matrix_symm hφ hs i j,
      fun i => gradient_eq_projection hφ hs i⟩
  · rintro ⟨L, hL, hh⟩
    intro d hd
    have e : ∑ i, ⟪h i, d i⟫_ℝ = ∑ i, ∑ j, L j i * ⟪φ j, d i⟫_ℝ := by
      refine Finset.sum_congr rfl fun i _ => ?_
      rw [hh i, sum_inner]
      exact Finset.sum_congr rfl fun j _ => real_inner_smul_left _ _ _
    -- symmetric multipliers against antisymmetric overlaps
    have e2 : ∑ i, ∑ j, L j i * ⟪φ j, d i⟫_ℝ = -∑ i, ∑ j, L j i * ⟪φ j, d i⟫_ℝ := by
      conv_lhs => rw [Finset.sum_comm]
      simp only [← Finset.sum_neg_distrib]
      refine Finset.sum_congr rfl fun i _ => Finset.sum_congr rfl fun j _ => ?_
      have a := hd i j
      rw [real_inner_comm (φ j)] at a
      rw [hL.apply i j]
      linear_combination L i j * a
    rw [e]
    linarith
```

With one orbital the symmetry is automatic. With two it is a real restriction, as the last example shows.

## Symmetric operators in the Perdew-Zunger gradients

For equally occupied orbitals of one spin channel, the Perdew-Zunger gradient has the form \(h_i=(H+v_i)\phi_i\), up to a common factor that does not affect stationarity. Here \(H\) is the Hamiltonian shared by all orbitals, and \(v_i\) is the potential that removes the self-interaction of orbital \(i\). The theorem takes this form as given. It evaluates the operators at the current orbitals and treats them as linear maps on all of `E`, as they are in a finite basis.

The hypotheses `hH` and `hv` say that these operators are symmetric, as real Hamiltonians and local potentials are. Moving them across the inner product gives

\[
\begin{aligned}
\langle\phi_j,h_i\rangle-\langle\phi_i,h_j\rangle
&=\langle\phi_j,H\phi_i\rangle-\langle\phi_i,H\phi_j\rangle+\langle\phi_j,v_i\phi_i\rangle-\langle\phi_i,v_j\phi_j\rangle\\
&=\langle\phi_i,(v_i-v_j)\phi_j\rangle .
\end{aligned}
\]

The common Hamiltonian cancels. Stationarity therefore amounts to two conditions: each \(h_i\) lies in the occupied space, and the localization condition \(\langle\phi_i,(v_i-v_j)\phi_j\rangle=0\) holds for every pair. A convergence test can monitor the residuals of these two conditions; checking only the first can miss a rotation within the occupied space.

The identity is `key` in the proof. Each direction of the equivalence then combines it with the earlier theorems.

```lean
/-- For a common Hamiltonian `H` and orbital-dependent potentials `v i`, stationarity means
that each `(H + v i) φ i` lies in the occupied space and that the localization condition
`⟨φ i, (v i - v j) φ j⟩ = 0` holds for all pairs. -/
theorem perdewZunger_stationary_iff {φ : ι → E} (hφ : Orthonormal ℝ φ)
    (H : E →ₗ[ℝ] E) (v : ι → E →ₗ[ℝ] E) (hH : H.IsSymmetric)
    (hv : ∀ i, (v i).IsSymmetric) :
    IsStationary φ (fun i => H (φ i) + v i (φ i)) ↔
      (∀ i, H (φ i) + v i (φ i) = ∑ j, ⟪φ j, H (φ i) + v i (φ i)⟫_ℝ • φ j) ∧
      ∀ i j, ⟪φ i, (v i - v j) (φ j)⟫_ℝ = 0 := by
  -- the common Hamiltonian drops out of the antisymmetric part
  have key : ∀ i j, ⟪φ j, H (φ i) + v i (φ i)⟫_ℝ - ⟪φ i, H (φ j) + v j (φ j)⟫_ℝ
      = ⟪φ i, (v i - v j) (φ j)⟫_ℝ := by
    intro i j
    have a : ⟪H (φ i), φ j⟫_ℝ = ⟪φ i, H (φ j)⟫_ℝ := hH (φ i) (φ j)
    have b : ⟪v i (φ i), φ j⟫_ℝ = ⟪φ i, v i (φ j)⟫_ℝ := hv i (φ i) (φ j)
    rw [real_inner_comm (φ j)] at a b
    rw [inner_add_right, inner_add_right, LinearMap.sub_apply, inner_sub_right]
    linarith
  constructor
  · intro hs
    exact ⟨fun i => gradient_eq_projection hφ hs i, fun i j =>
      (key i j).symm.trans (sub_eq_zero.mpr (gradient_matrix_symm hφ hs i j))⟩
  · rintro ⟨hp, hl⟩
    exact (stationary_iff_symmetric_multipliers hφ _).mpr
      ⟨Matrix.of fun j i => ⟪φ j, H (φ i) + v i (φ i)⟫_ℝ,
        Matrix.IsSymm.ext fun i j => sub_eq_zero.mp ((key i j).trans (hl i j)), hp⟩
```

If \(H\) need not be symmetric, the equivalence fails. For two orthonormal orbitals \(\phi_0,\phi_1\), take \(v_0=v_1=0\) and \(Hx=\langle\phi_0,x\rangle\phi_1\). The gradients are \(h_0=\phi_1\) and \(h_1=0\). Both lie in the occupied space and the localization condition holds trivially, yet these orbitals are not stationary.

## Two orbitals with an asymmetric matrix

The same gradients show what happens when \(L\) need not be symmetric. They have \(L_{10}=1\) and all other entries zero. The rotation \(d_0=\phi_1\), \(d_1=-\phi_0\) is admissible: the off-diagonal constraint reads \(1-1=0\), and the diagonal ones hold because the orbitals are orthogonal. The energy change is

\[
\langle h_0,d_0\rangle+\langle h_1,d_1\rangle=\langle\phi_1,\phi_1\rangle+0=1 .
\]

The proof reaches the contradiction through `gradient_matrix_symm`: stationarity would require \(\langle\phi_1,\phi_1\rangle=\langle\phi_0,0\rangle\), that is, \(1=0\).

```lean
/-- Two orthonormal orbitals with gradients `φ 1` and `0` are not stationary, although both
gradients lie in the occupied space. -/
theorem not_stationary_of_asymmetric {φ : Fin 2 → E} (hφ : Orthonormal ℝ φ) :
    ¬ IsStationary φ ![φ 1, 0] := by
  intro hs
  have e : ⟪φ 1, φ 1⟫_ℝ = ⟪φ 0, (0 : E)⟫_ℝ := gradient_matrix_symm hφ hs 0 1
  rw [inner_zero_right, real_inner_self_eq_norm_sq, hφ.1 1] at e
  norm_num at e

end PerdewZungerStationarity
```

```lean
#print axioms PerdewZungerStationarity.admissible_of_orthonormal_curve
#print axioms PerdewZungerStationarity.stationary_iff_symmetric_multipliers
#print axioms PerdewZungerStationarity.perdewZunger_stationary_iff
#print axioms PerdewZungerStationarity.not_stationary_of_asymmetric
```

```
'PerdewZungerStationarity.admissible_of_orthonormal_curve' depends on axioms: [propext, Classical.choice, Quot.sound]
'PerdewZungerStationarity.stationary_iff_symmetric_multipliers' depends on axioms: [propext, Classical.choice, Quot.sound]
'PerdewZungerStationarity.perdewZunger_stationary_iff' depends on axioms: [propext, Classical.choice, Quot.sound]
'PerdewZungerStationarity.not_stationary_of_asymmetric' depends on axioms: [propext, Classical.choice, Quot.sound]
```
